# Partition sum of finitely many independent harmonic modes is the product of 1 / (2 sinh(x_i/2))

`hasSum_modes` concerns `N` non-interacting modes, each with the ladder `x i * (n i + 1/2)` of dimensionless energies, where every spacing satisfies `x i > 0`. It states that the unnormalised Boltzmann weights `∏ i, exp (-(x i * (n i + 1/2)))`, summed over all occupation vectors `n : Fin N → ℕ`, converge to `∏ i, 1 / (2 * sinh (x i / 2))`. For harmonic oscillators with `x i` equal to the level spacing over the thermal energy, this is the factorised partition function, zero-point term included. The proof is an induction on `N`: it multiplies the single-mode series `hasSum_mode` for mode `0` by the induction hypothesis using `HasSum.mul`, then reindexes along `Fin.consEquiv`.

Lean 4 with Mathlib refuses this proof:

```lean
import Mathlib

open Real MeasureTheory

namespace WignerFreeEnergyBound

noncomputable section

/-- For `x > 0` the series `∑ exp (-x (n + 1/2))` converges to `1 / (2 sinh (x/2))`. -/
theorem hasSum_mode {x : ℝ} (hx : 0 < x) :
    HasSum (fun n : ℕ => exp (-(x * ((n : ℝ) + 1 / 2)))) (1 / (2 * sinh (x / 2))) := by
  have hr : exp (-x) < 1 := (exp_lt_exp.2 (by linarith : -x < 0)).trans_eq exp_zero
  have h := (hasSum_geometric_of_lt_one (exp_pos _).le hr).mul_left (exp (-(x / 2)))
  have hs : 0 < sinh (x / 2) := sinh_pos_iff.2 (by linarith)
  have e1 : exp (-x) = exp (-(x / 2)) * exp (-(x / 2)) := by
    rw [← exp_add]; congr 1; ring
  have e2 : exp (-(x / 2)) * exp (x / 2) = 1 := by
    rw [← exp_add]; simp
  have h1 : 1 - exp (-x) = exp (-(x / 2)) * (2 * sinh (x / 2)) := by
    rw [sinh_eq]; linear_combination (-1) * e1 - e2
  -- zero-point factor times a geometric series
  have hf : (fun n : ℕ => exp (-(x * ((n : ℝ) + 1 / 2))))
      = fun n : ℕ => exp (-(x / 2)) * exp (-x) ^ n := by
    ext n
    rw [← exp_nat_mul, ← exp_add]; congr 1; ring
  have hv : 1 / (2 * sinh (x / 2)) = exp (-(x / 2)) * (1 - exp (-x))⁻¹ := by
    have ha := (exp_pos (-(x / 2))).ne'
    rw [h1]; field_simp
  rw [hf, hv]
  exact h

/-- For `N` modes with `x_i > 0`, the product of Boltzmann factors summed over all
occupation numbers converges to `∏ 1 / (2 sinh (x_i/2))`. -/
theorem hasSum_modes (N : ℕ) : ∀ x : Fin N → ℝ, (∀ i, 0 < x i) →
    HasSum (fun n : Fin N → ℕ => ∏ i, exp (-(x i * ((n i : ℝ) + 1 / 2))))
      (∏ i, 1 / (2 * sinh (x i / 2))) := by
  induction N with
  | zero =>
    intro x _
    simp only [Finset.univ_eq_empty, Finset.prod_empty]
    exact hasSum_single (f := fun _ : Fin 0 → ℕ => (1 : ℝ)) default
      (fun b hb => absurd (Subsingleton.elim _ _) hb)
  | succ N ih =>
    intro x hx
    have h1 := hasSum_mode (hx 0)
    have h2 := ih (fun i => x i.succ) (fun i => hx _)
    -- product of two series with non-negative terms
    have h3 := h1.mul h2 (h1.summable.mul_of_nonneg h2.summable (fun n => (exp_pos _).le)
      (fun n => Finset.prod_nonneg fun i _ => (exp_pos _).le))
    refine (Fin.consEquiv fun _ : Fin (N + 1) => ℕ).hasSum_iff.1 ?_
    first
      | simpa only [Function.comp_def, Fin.prod_univ_succ, Fin.consEquiv_apply,
          Fin.cons_zero, Fin.cons_succ] using h3
      | simpa [Function.comp_def, Fin.prod_univ_succ, Fin.consEquiv] using h3

end

end WignerFreeEnergyBound
```

The compiler's answer:

```
Main.lean:48:26: error: (deterministic) timeout at `isDefEq`, maximum number of heartbeats (200000) has been reached

Note: Use `set_option maxHeartbeats <num>` to set the limit.

Hint: Additional diagnostic information may be available using the `set_option diagnostics true` command.
```

What went wrong. The timeout at `isDefEq` means a definitional-equality check exhausted the 200000 heartbeats. Position 48:26 is the term `h1.summable.mul_of_nonneg …`, the summability argument of `h1.mul h2`. There `Summable.mul_of_nonneg` is elaborated against the type `HasSum.mul` expects, with both factors being explicit lambdas containing `exp`, casts and a product over `Fin N`, and with the non-negativity proofs given inline. The message does not say which comparison was expensive.

The repair moves this step into `P`, stated for variables `f` and `g`, which have no bodies to unfold. Inside `P`, `hs` has the explicit type `Summable (fun z => f z.1 * g z.2)`, which is the form both lemmas use. The non-negativity facts become `p1` and `p2`, each proved against a written-out statement. Then `P _ _ _ _ h1 h2 p1 p2` reads `f`, `g`, `a`, `b` directly off the types of `h1` and `h2`.

Replacing the `first` block by its first `simpa only` alternative is tidying and is unrelated to the timeout.

Fix (accepted with no message):

```diff
@@ -46,11 +46,19 @@
     have h2 := ih (fun i => x i.succ) (fun i => hx _)
     -- product of two series with non-negative terms
-    have h3 := h1.mul h2 (h1.summable.mul_of_nonneg h2.summable (fun n => (exp_pos _).le)
-      (fun n => Finset.prod_nonneg fun i _ => (exp_pos _).le))
+    have P : ∀ (f : ℕ → ℝ) (g : (Fin N → ℕ) → ℝ) (a b : ℝ), HasSum f a → HasSum g b →
+        (∀ n, 0 ≤ f n) → (∀ n, 0 ≤ g n) →
+        HasSum (fun z : ℕ × (Fin N → ℕ) => f z.1 * g z.2) (a * b) := by
+      intro f g a b hf hg pf pg
+      have hs : Summable (fun z : ℕ × (Fin N → ℕ) => f z.1 * g z.2) :=
+        Summable.mul_of_nonneg hf.summable hg.summable pf pg
+      exact HasSum.mul hf hg hs
+    have p1 : ∀ n : ℕ, 0 ≤ exp (-(x 0 * ((n : ℝ) + 1 / 2))) := fun n => (exp_pos _).le
+    have p2 : ∀ n : Fin N → ℕ, 0 ≤ ∏ i : Fin N, exp (-(x i.succ * ((n i : ℝ) + 1 / 2))) :=
+      fun n => Finset.prod_nonneg fun i _ => (exp_pos _).le
+    have h3 := P _ _ _ _ h1 h2 p1 p2
+
     refine (Fin.consEquiv fun _ : Fin (N + 1) => ℕ).hasSum_iff.1 ?_
-    first
-      | simpa only [Function.comp_def, Fin.prod_univ_succ, Fin.consEquiv_apply,
-          Fin.cons_zero, Fin.cons_succ] using h3
-      | simpa [Function.comp_def, Fin.prod_univ_succ, Fin.consEquiv] using h3
+    simpa only [Function.comp_def, Fin.prod_univ_succ, Fin.consEquiv_apply,
+      Fin.cons_zero, Fin.cons_succ] using h3
 
 end
```
